# Low- and high-temperature limits of the Bloch–Grüneisen resistivity for integer exponents n ≥ 2

To estimate the cutoff temperature $\Theta$ of a metal from its phonon-limited resistivity $\rho(T)$, one can compare two asymptotes: the coefficient $b$ of $T^n$ at low temperature and the slope $s$ of the linear law at high temperature. In a model with one cutoff, a fixed integer exponent $n\ge 2$ and a temperature-independent material prefactor $A$, $\rho(T)=A\,R(T)$ with

$$R(T)=T^n\int_0^{\Theta/T}\frac{x^n}{(e^x-1)(1-e^{-x})}\,dx .$$

The limits proved below give $b=A\,c_n$ and $s=A\,\Theta^{n-1}/(n-1)$, where $c_n=n!\sum_{k\ge0}(k+1)^{-n}$. The prefactor cancels in the ratio, so $\Theta^{n-1}=(n-1)\,c_n\,s/b$.

The development works over the real numbers with Mathlib's integration theory.

```lean
import Mathlib

open MeasureTheory Set Filter Topology
open Real (exp)

namespace BlochGruneisen

noncomputable section
```

## The model and its coefficient

The variable $x=\hbar\omega/k_BT$ is the energy of a phonon of angular frequency $\omega$ in thermal units. With the Bose occupation $N=1/(e^x-1)$, the thermal factor is $N(N+1)$, because $N+1=1/(1-e^{-x})$. The power $x^n$ collects the remaining dependence on the phonon energy, which comes from the phase space, the coupling, the weight of each scattering angle and the energy window of the electrons. The textbook value for a simple metal is $n=5$. Write

$$f_n(x)=\frac{x^n}{(e^x-1)(1-e^{-x})},\qquad x>0 .$$

```lean
/-- The Bloch–Grüneisen integrand `x^n / ((e^x - 1)(1 - e^(-x)))`, for reduced phonon
energy `x ≠ 0`. -/
def integrand (n : ℕ) (x : ℝ) : ℝ := x ^ n / ((exp x - 1) * (1 - exp (-x)))
```

The resistivity in units of $A$ is $R(T)=T^n\int_0^{\Theta/T}f_n(x)\,dx$. The parameter $\Theta$ stands for the highest phonon energy that takes part in scattering, divided by $k_B$. In a simple metal it is of the order of the Debye temperature; in graphene it is set by the largest momentum transfer across the Fermi circle. If $R$ is defined with $(T/\Theta)^n$ in place of $T^n$, both limits are divided by $\Theta^n$.

The formula is taken as given and is not derived from a Boltzmann equation. It has a sharp cutoff and omits residual resistivity and electron–electron scattering.

```lean
/-- The phonon-limited resistivity at temperature `T > 0`, in units of its material prefactor, with
exponent `n ≥ 2` and cutoff temperature `Θ > 0`. -/
def resistivity (n : ℕ) (Θ T : ℝ) : ℝ := T ^ n * ∫ x in (0 : ℝ)..(Θ / T), integrand n x
```

The low-temperature coefficient is

$$c_n=n!\sum_{k=0}^{\infty}\frac{1}{(k+1)^n}.$$

```lean
/-- The number `n! (1 + 1/2^n + 1/3^n + ...)`, for `n ≥ 2`. -/
def coefficient (n : ℕ) : ℝ := (n.factorial : ℝ) * ∑' k : ℕ, 1 / ((k : ℝ) + 1) ^ n
```

It will arise by integrating the terms

$$b_{n,k}(x)=x^n(k+1)\,e^{-(k+1)x},\qquad k=0,1,2,\dots$$

In the code the exponential is written as the power `exp (-x) ^ (k + 1)`.

```lean
/-- The Boltzmann term `x^n (k+1) e^(-(k+1)x)`. -/
def boltzmannTerm (n k : ℕ) (x : ℝ) : ℝ := x ^ n * (((k : ℝ) + 1) * exp (-x) ^ (k + 1))
```

## Bounds on the integrand

Put $n=m+2$ with $m\ge0$. The denominator is a square:

$$(e^x-1)(1-e^{-x})=e^x-2+e^{-x}=\left(e^{x/2}-e^{-x/2}\right)^2=\left(2\sinh\tfrac{x}{2}\right)^2 .$$

Since $\sinh y\ge y$ for $y\ge0$, it is at least $x^2$, and hence $f_{m+2}(x)\le x^m$. In the other direction, $1-e^{-x}\le x$ gives

$$e^{-x}(e^x-1)(1-e^{-x})=(1-e^{-x})^2\le x^2 ,$$

and hence $f_{m+2}(x)\ge x^m e^{-x}$.

In the proof, `hlow` and `hup` are these two estimates of the denominator. The `linear_combination` steps verify the algebraic identities from $e^{-x}e^x=1$ and its half-argument version, and the last lines clear the denominator.

```lean
/-- For positive reduced energy the integrand with exponent `m + 2` lies between
`x^m e^(-x)` and `x^m`. -/
theorem integrand_bounds (m : ℕ) {x : ℝ} (hx : 0 < x) :
    x ^ m * exp (-x) ≤ integrand (m + 2) x ∧ integrand (m + 2) x ≤ x ^ m := by
  have h1 : 0 < exp x - 1 := sub_pos.mpr (Real.one_lt_exp_iff.mpr hx)
  have h2 : 0 < 1 - exp (-x) := sub_pos.mpr (Real.exp_lt_one_iff.mpr (by linarith))
  have hinv : exp (-x) * exp x = 1 := by rw [← Real.exp_add]; simp
  -- the denominator is the square of `2 sinh (x/2)`, hence at least `x^2`
  have hlow : x ^ 2 ≤ (exp x - 1) * (1 - exp (-x)) := by
    have hs := Real.self_le_sinh_iff.mpr (show 0 ≤ x / 2 by positivity)
    rw [Real.sinh_eq] at hs
    have ha : exp x = exp (x / 2) ^ 2 := by rw [sq, ← Real.exp_add, add_halves]
    have hb : exp (-x) = exp (-(x / 2)) ^ 2 := by
      rw [sq, ← Real.exp_add]; congr 1; ring
    have hab : exp (x / 2) * exp (-(x / 2)) = 1 := by rw [← Real.exp_add]; simp
    have hD : (exp x - 1) * (1 - exp (-x)) = (exp (x / 2) - exp (-(x / 2))) ^ 2 := by
      rw [ha, hb]
      linear_combination (-(exp (x / 2) * exp (-(x / 2)) - 1)) * hab
    rw [hD]
    exact pow_le_pow_left₀ hx.le (by linarith) 2
  have hup : exp (-x) * ((exp x - 1) * (1 - exp (-x))) ≤ x ^ 2 := by
    have h : exp (-x) * ((exp x - 1) * (1 - exp (-x))) = (1 - exp (-x)) ^ 2 := by
      linear_combination (1 - exp (-x)) * hinv
    rw [h]
    exact pow_le_pow_left₀ h2.le (by linarith [Real.add_one_le_exp (-x)]) 2
  have hm : 0 ≤ x ^ m := by positivity
  unfold integrand
  constructor
  · rw [le_div_iff₀ (mul_pos h1 h2), mul_assoc, pow_add]
    exact mul_le_mul_of_nonneg_left hup hm
  · rw [div_le_iff₀ (mul_pos h1 h2), pow_add]
    exact mul_le_mul_of_nonneg_left hlow hm
```

## The thermal factor as a sum of exponentials

Let $q=e^{-x}$, so $0<q<1$ for $x>0$. Then

$$\frac{1}{(e^x-1)(1-e^{-x})}=\frac{q}{(1-q)^2}=\sum_{k=0}^\infty k\,q^k=\sum_{k=0}^\infty(k+1)\,q^{k+1}.$$

The last equality drops the vanishing $k=0$ term and shifts the index. Multiplication by $x^n$ gives $f_n(x)=\sum_{k\ge0}b_{n,k}(x)$.

`HasSum` states that the series converges and has this sum. The proof takes the differentiated geometric series from Mathlib, shifts it in `hg`, and matches the closed form in `hv`.

```lean
/-- For positive reduced energy the integrand is the sum of its Boltzmann terms. -/
theorem boltzmann_expansion (n : ℕ) {x : ℝ} (hx : 0 < x) :
    HasSum (fun k => boltzmannTerm n k x) (integrand n x) := by
  have h1 : exp x - 1 ≠ 0 := (sub_pos.mpr (Real.one_lt_exp_iff.mpr hx)).ne'
  have hlt : exp (-x) < 1 := Real.exp_lt_one_iff.mpr (by linarith)
  have h2 : 1 - exp (-x) ≠ 0 := (sub_pos.mpr hlt).ne'
  have hq : ‖exp (-x)‖ < 1 := by rwa [Real.norm_of_nonneg (Real.exp_pos _).le]
  have hinv : exp (-x) * exp x = 1 := by rw [← Real.exp_add]; simp
  have hg := (hasSum_nat_add_iff' (f := fun k : ℕ => (k : ℝ) * exp (-x) ^ k) 1).mpr
    (hasSum_coe_mul_geometric_of_norm_lt_one hq)
  simp only [Finset.sum_range_one, Nat.cast_zero, zero_mul, sub_zero, Nat.cast_add,
    Nat.cast_one] at hg
  have hv : integrand n x = x ^ n * (exp (-x) / (1 - exp (-x)) ^ 2) := by
    rw [integrand, ← mul_div_assoc, div_eq_div_iff (mul_ne_zero h1 h2) (pow_ne_zero 2 h2)]
    linear_combination (-(x ^ n * (1 - exp (-x)))) * hinv
  rw [hv]
  exact hg.mul_left (x ^ n)
```

Each term is integrated with the substitution $u=(k+1)x$:

$$\int_0^\infty x^n(k+1)e^{-(k+1)x}\,dx=\frac{1}{(k+1)^n}\int_0^\infty u^n e^{-u}\,du=\frac{n!}{(k+1)^n}.$$

The `calc` block puts the term into the form of Mathlib's Gamma integral and uses $\Gamma(n+1)=n!$. Integrability then follows from the value: Lean assigns the integral zero to a non-integrable function, whereas this integral is positive.

```lean
/-- Each Boltzmann term is integrable over all positive energies, with integral
`n! / (k+1)^n`. -/
theorem integral_boltzmannTerm (n k : ℕ) : IntegrableOn (boltzmannTerm n k) (Ioi 0) ∧
    ∫ x in Ioi (0 : ℝ), boltzmannTerm n k x
      = (n.factorial : ℝ) * (1 / ((k : ℝ) + 1) ^ n) := by
  have h := Real.integral_rpow_mul_exp_neg_mul_Ioi (a := (n : ℝ) + 1) (r := (k : ℝ) + 1)
    (by positivity) (by positivity)
  have heq : ∫ x in Ioi (0 : ℝ), boltzmannTerm n k x
      = (n.factorial : ℝ) * (1 / ((k : ℝ) + 1) ^ n) := by
    calc _ = ∫ x in Ioi (0 : ℝ), ((k : ℝ) + 1) *
          (x ^ ((n : ℝ) + 1 - 1) * exp (-(((k : ℝ) + 1) * x))) := by
          refine setIntegral_congr_fun measurableSet_Ioi fun x _ => ?_
          have hc : ((k + 1 : ℕ) : ℝ) * (-x) = -(((k : ℝ) + 1) * x) := by push_cast; ring
          rw [boltzmannTerm, add_sub_cancel_right, Real.rpow_natCast, ← Real.exp_nat_mul, hc]
          ring
      _ = _ := by
          rw [integral_const_mul, h, Real.Gamma_nat_eq_factorial,
            Real.rpow_add_one (by positivity), Real.rpow_natCast, one_div_pow]
          field_simp
  refine ⟨?_, heq⟩
  -- a non-integrable function would have integral zero
  by_contra hn
  have hpos : 0 < (n.factorial : ℝ) * (1 / ((k : ℝ) + 1) ^ n) := by positivity
  exact hpos.ne' (heq.symm.trans (integral_undef hn))
```

For $n\ge2$ the series $\sum_k(k+1)^{-n}$ converges. The terms $b_{n,k}$ are non-negative on the half-line, so their absolute values have the same integrals, and these are summable. Sum and integral may therefore be exchanged:

$$\int_0^\infty f_n(x)\,dx=\sum_{k=0}^\infty\int_0^\infty b_{n,k}(x)\,dx=\sum_{k=0}^\infty\frac{n!}{(k+1)^n}=c_n>0 .$$

Here `hs` is the convergence of the series, `hnorm` the integrals of the absolute values, and `h` the exchange. The positive value again yields integrability, now of $f_n$ on `Ioi 0`, the open half-line $x>0$.

```lean
/-- For `n ≥ 2` the coefficient is positive, and the integrand is integrable over all positive
energies with the coefficient as its integral. -/
theorem integral_integrand {n : ℕ} (hn : 2 ≤ n) :
    0 < coefficient n ∧ IntegrableOn (integrand n) (Ioi 0) ∧
    ∫ x in Ioi (0 : ℝ), integrand n x = coefficient n := by
  have hs : Summable (fun k : ℕ => 1 / ((k : ℝ) + 1) ^ n) := by
    simpa using (summable_nat_add_iff 1).mpr
      (Real.summable_one_div_nat_pow.mpr (show 1 < n by omega))
  have hpos : 0 < coefficient n :=
    mul_pos (by positivity) (hs.tsum_pos (fun k => by positivity) 0 (by positivity))
  have hnorm : ∀ k : ℕ, ∫ x in Ioi (0 : ℝ), ‖boltzmannTerm n k x‖
      = (n.factorial : ℝ) * (1 / ((k : ℝ) + 1) ^ n) := fun k => by
    rw [← (integral_boltzmannTerm n k).2]
    refine setIntegral_congr_fun measurableSet_Ioi fun x hx => ?_
    have hx' : 0 < x := hx
    exact Real.norm_of_nonneg (by unfold boltzmannTerm; positivity)
  -- exchange of sum and integral
  have h := hasSum_integral_of_summable_integral_norm (μ := volume.restrict (Ioi (0 : ℝ)))
    (F := boltzmannTerm n) (fun k => (integral_boltzmannTerm n k).1)
    ((summable_congr hnorm).mpr (hs.mul_left _))
  have hpt : ∫ x in Ioi (0 : ℝ), integrand n x
      = ∫ x in Ioi (0 : ℝ), ∑' k : ℕ, boltzmannTerm n k x :=
    setIntegral_congr_fun measurableSet_Ioi fun x hx => (boltzmann_expansion n hx).tsum_eq.symm
  have hval : ∫ x in Ioi (0 : ℝ), integrand n x = coefficient n := by
    rw [hpt, ← h.tsum_eq, coefficient, ← tsum_mul_left]
    exact tsum_congr fun k => (integral_boltzmannTerm n k).2
  refine ⟨hpos, ?_, hval⟩
  by_contra hni
  exact hpos.ne' (hval.symm.trans (integral_undef hni))
```

## A two-sided bound at every temperature

Let $L=\Theta/T$. For $0<x<L$ we have $e^{-x}\ge e^{-L}$, so the bounds on the integrand become $e^{-L}x^{n-2}\le f_n(x)\le x^{n-2}$. Integration from $0$ to $L$ gives

$$e^{-L}\frac{L^{n-1}}{n-1}\le\int_0^L f_n(x)\,dx\le\frac{L^{n-1}}{n-1}.$$

Now $R(T)/T=T^{n-1}\int_0^L f_n(x)\,dx$ and $T^{n-1}L^{n-1}=\Theta^{n-1}$. Hence

$$e^{-\Theta/T}\,\frac{\Theta^{n-1}}{n-1}\le\frac{R(T)}{T}\le\frac{\Theta^{n-1}}{n-1}.$$

The linear law therefore never underestimates the model resistivity, and it exceeds it by at most a factor $e^{\Theta/T}$. This factor suffices for the limit but is not sharp: since $f_n(x)=x^{n-2}(1-x^2/12+\dots)$ for small $x$, the relative deviation at high temperature is of order $(\Theta/T)^2$, which the code does not prove.

The proof writes $n=m+2$. The integrated bounds are `hup` and `hlow`, while `hR` and `hS` restore the powers of $T$.

```lean
/-- For `n ≥ 2` and positive `Θ` and `T`, `R(T)/T` is at most `Θ^(n-1)/(n-1)` and at least
`e^(-Θ/T)` times this value. -/
theorem resistivity_bounds {n : ℕ} (hn : 2 ≤ n) {Θ T : ℝ} (hΘ : 0 < Θ) (hT : 0 < T) :
    exp (-(Θ / T)) * (Θ ^ (n - 1) / ((n : ℝ) - 1)) ≤ resistivity n Θ T / T ∧
    resistivity n Θ T / T ≤ Θ ^ (n - 1) / ((n : ℝ) - 1) := by
  obtain ⟨m, rfl⟩ : ∃ m, n = m + 2 := ⟨n - 2, by omega⟩
  have hL : 0 < Θ / T := div_pos hΘ hT
  have hint : IntervalIntegrable (integrand (m + 2)) volume 0 (Θ / T) :=
    (intervalIntegrable_iff_integrableOn_Ioc_of_le hL.le).mpr
      ((integral_integrand hn).2.1.mono_set Ioc_subset_Ioi_self)
  have hup := intervalIntegral.integral_mono_on_of_le_Ioo hL.le hint
    ((continuous_pow m).intervalIntegrable _ _) fun x hx => (integrand_bounds m hx.1).2
  have hlow : exp (-(Θ / T)) * (∫ x in (0 : ℝ)..(Θ / T), x ^ m)
      ≤ ∫ x in (0 : ℝ)..(Θ / T), integrand (m + 2) x := by
    rw [← intervalIntegral.integral_const_mul]
    refine intervalIntegral.integral_mono_on_of_le_Ioo hL.le
      ((continuous_const.mul (continuous_pow m)).intervalIntegrable _ _) hint fun x hx => ?_
    refine le_trans ?_ (integrand_bounds m hx.1).1
    rw [mul_comm]
    exact mul_le_mul_of_nonneg_left (Real.exp_le_exp.mpr (by linarith [hx.2]))
      (pow_nonneg hx.1.le m)
  -- restore the temperature prefactor
  have hR : resistivity (m + 2) Θ T / T
      = T ^ (m + 1) * ∫ x in (0 : ℝ)..(Θ / T), integrand (m + 2) x := by
    rw [resistivity, div_eq_iff hT.ne']; ring
  have hS : Θ ^ (m + 2 - 1) / (((m + 2 : ℕ) : ℝ) - 1)
      = T ^ (m + 1) * ∫ x in (0 : ℝ)..(Θ / T), x ^ m := by
    have hpow : ∫ x in (0 : ℝ)..(Θ / T), x ^ m = (Θ / T) ^ (m + 1) / ((m : ℝ) + 1) := by
      rw [integral_pow]; simp
    have hc : ((m + 2 : ℕ) : ℝ) - 1 = (m : ℝ) + 1 := by push_cast; ring
    have hTL : T * (Θ / T) = Θ := by field_simp
    rw [hpow, hc, show m + 2 - 1 = m + 1 from rfl, ← mul_div_assoc, ← mul_pow, hTL]
  rw [hR, hS]
  refine ⟨?_, mul_le_mul_of_nonneg_left hup (by positivity)⟩
  rw [mul_left_comm]
  exact mul_le_mul_of_nonneg_left hlow (by positivity)
```

## The two limiting laws

As $T\to0^+$, the upper limit $\Theta/T$ tends to infinity, and integrability on the half-line gives

$$\frac{R(T)}{T^n}=\int_0^{\Theta/T}f_n(x)\,dx\longrightarrow\int_0^\infty f_n(x)\,dx=c_n .$$

As $T\to\infty$, $e^{-\Theta/T}\to1$, so both sides of the two-sided bound tend to the same value and

$$\frac{R(T)}{T}\longrightarrow\frac{\Theta^{n-1}}{n-1}.$$

The theorem says that for every natural number $n\ge2$ and every real $\Theta>0$, $c_n$ is positive and both limits hold. The filter `𝓝[>] 0` expresses approach to zero through positive temperatures, and `atTop` expresses $T\to\infty$. The first part of the proof is the convergence of the integral as its upper limit grows; the second is the squeeze.

```lean
/-- Bloch–Grüneisen laws for `n ≥ 2`: `R(T)/T^n` tends to a positive coefficient as `T → 0+`,
and `R(T)/T` tends to `Θ^(n-1)/(n-1)` as `T → ∞`. -/
theorem bloch_gruneisen {n : ℕ} (hn : 2 ≤ n) {Θ : ℝ} (hΘ : 0 < Θ) :
    0 < coefficient n ∧
    Tendsto (fun T => resistivity n Θ T / T ^ n) (𝓝[>] 0) (𝓝 (coefficient n)) ∧
    Tendsto (fun T => resistivity n Θ T / T) atTop (𝓝 (Θ ^ (n - 1) / ((n : ℝ) - 1))) := by
  obtain ⟨hpos, hint, hval⟩ := integral_integrand hn
  refine ⟨hpos, ?_, ?_⟩
  · -- the upper limit of integration runs to infinity
    have hb : Tendsto (fun T : ℝ => Θ / T) (𝓝[>] 0) atTop := by
      simpa only [div_eq_mul_inv] using
        (tendsto_inv_nhdsGT_zero (𝕜 := ℝ)).const_mul_atTop hΘ
    have h := intervalIntegral_tendsto_integral_Ioi 0 hint hb
    rw [hval] at h
    refine h.congr' ?_
    filter_upwards [self_mem_nhdsWithin] with T hT
    have hT' : 0 < T := hT
    rw [resistivity, mul_div_cancel_left₀ _ (pow_pos hT' n).ne']
  · -- squeeze between the two bounds
    have h0 : Tendsto (fun T : ℝ => Θ / T) atTop (𝓝 0) :=
      tendsto_const_nhds.div_atTop tendsto_id
    have he : Tendsto (fun T : ℝ => exp (-(Θ / T))) atTop (𝓝 1) := by
      have h := (Real.continuous_exp.tendsto (-0)).comp h0.neg
      simpa [Function.comp_def] using h
    have hl := he.mul_const (Θ ^ (n - 1) / ((n : ℝ) - 1))
    rw [one_mul] at hl
    refine tendsto_of_tendsto_of_tendsto_of_le_of_le' hl tendsto_const_nhds ?_ ?_
    · filter_upwards [eventually_gt_atTop 0] with T hT using (resistivity_bounds hn hΘ hT).1
    · filter_upwards [eventually_gt_atTop 0] with T hT using (resistivity_bounds hn hΘ hT).2
```

The smallest allowed exponent is $n=2$. There $R(T)/T\to\Theta$ at high temperature, and the familiar sum $\sum_{k\ge0}(k+1)^{-2}=\pi^2/6$, which the code does not use, turns the low-temperature coefficient into $c_2=\pi^2/3$. For $n=1$ the integrand behaves as $1/x$ near zero and the integral diverges.

## The coefficient for graphene

With $n=4$, the sum of inverse fourth powers is $\pi^4/90$, so

$$c_4=4!\cdot\frac{\pi^4}{90}=\frac{4\pi^4}{15},\qquad \frac{R(T)}{T^4}\longrightarrow\frac{4\pi^4}{15}\quad(T\to0^+).$$

Graphene enters only through the exponent $n=4$. A more detailed treatment adds an angular weight to the integrand, which matters when $x$ is comparable with $\Theta/T$ and so changes the high-temperature slope.

The proof shifts the index in Mathlib's `hasSum_zeta_four`, evaluates the coefficient in `hC`, and applies the low-temperature part of `bloch_gruneisen`.

```lean
/-- For exponent `n = 4` and cutoff `Θ > 0`, the ratio `R(T)/T^4` tends to `4π^4/15` as `T → 0+`. -/
theorem graphene_low_temperature {Θ : ℝ} (hΘ : 0 < Θ) :
    Tendsto (fun T => resistivity 4 Θ T / T ^ 4) (𝓝[>] 0) (𝓝 (4 * Real.pi ^ 4 / 15)) := by
  have hz := (hasSum_nat_add_iff' 1).mpr hasSum_zeta_four
  simp only [Finset.sum_range_one, Nat.cast_zero, Nat.cast_add, Nat.cast_one] at hz
  have hC : coefficient 4 = 4 * Real.pi ^ 4 / 15 := by
    rw [coefficient, hz.tsum_eq, show ((Nat.factorial 4 : ℕ) : ℝ) = 24 by
      norm_num [Nat.factorial]]
    ring
  rw [← hC]
  exact (bloch_gruneisen (by norm_num) hΘ).2.1

end

end BlochGruneisen
```

```lean
#print axioms BlochGruneisen.graphene_low_temperature
```

```
'BlochGruneisen.graphene_low_temperature' depends on axioms: [propext, Classical.choice, Quot.sound]
```
